# Van der Sluis scaling: a normalised positive definite $n\times n$ overlap matrix has condition number at most $n$ times that of any nonsingular diagonal rescaling

I expand molecular orbitals in $n$ atom-centred functions $\varphi_i$ that are linearly independent but not orthogonal. When I add diffuse functions, the overlap matrix $S_{ij}=\langle\varphi_i|\varphi_j\rangle$ acquires a very small eigenvalue, and forming $S^{-1/2}$ becomes delicate. My functions are normalised, $S_{ii}=1$, but that is a convention. I may multiply each $\varphi_i$ by any nonzero number $d_i$ without changing the space they span, but the eigenvalues of the overlap matrix can change. I have been told that nothing much can be gained this way: the ratio of largest to smallest eigenvalue for the normalised basis is supposed to be at most $n$ times the ratio for any other choice of the $d_i$. Is that true for complex overlaps and for every $n$? I would like to see each step, and a machine-checked proof whose statement I can match to my matrices.

## Yes: normalising loses at most a factor of the basis size

For a positive definite matrix $A$ let $\lambda_{\max}(A)$ and $\lambda_{\min}(A)>0$ be its extreme eigenvalues and $\operatorname{cond}(A)=\lambda_{\max}(A)/\lambda_{\min}(A)$. Replacing $\varphi_i$ by $d_i\varphi_i$ turns the overlaps into $\overline{d_i}\,S_{ij}\,d_j$, that is, into $T=D^\dagger S D$ with $D=\operatorname{diag}(d)$. For real $d$, positive in particular, this is $DSD$. The claim is that for positive definite $S$ with $S_{ii}=1$ and all $d_i\neq0$,

$$\operatorname{cond}(S)\le n\,\operatorname{cond}(D^\dagger S D).$$

The tool is the Rayleigh–Ritz bound. Write a Hermitian $A$ as $V^\dagger\Lambda V$, with $V$ unitary and $\Lambda$ the diagonal matrix of eigenvalues $\lambda_i$. For a coefficient vector $x$ put $y=Vx$ and $|x|^2=\sum_i|x_i|^2$. Then $x^\dagger Ax=\sum_i\lambda_i|y_i|^2$ and $|x|^2=\sum_i|y_i|^2$, so term by term

$$\lambda_{\min}(A)\,|x|^2\le x^\dagger A x\le\lambda_{\max}(A)\,|x|^2 .$$

Let $e_i$ be the vector with $1$ in place $i$ and $0$ elsewhere. If $\lambda_i$ is the smallest eigenvalue, the vector $v$ with $Vv=e_i$ has $|v|^2=1$ and $v^\dagger Av=\lambda_{\min}(A)$.

The largest eigenvalue of $S$ is controlled by the trace. The eigenvalues are positive and add up to $\operatorname{tr}S=\sum_iS_{ii}=n$, so $\lambda_{\max}(S)\le n$.

The smallest eigenvalue of $S$ is controlled by $T$. First, $T$ is positive definite, because $x^\dagger Tx=(Dx)^\dagger S(Dx)$ and $Dx\ne0$ whenever $x\neq0$. Choose $k$ with $|d_k|^2$ largest and call that value $m$. The trial vector $e_k$ in the upper bound gives

$$m=\overline{d_k}\,S_{kk}\,d_k=T_{kk}=e_k^\dagger Te_k\le\lambda_{\max}(T).$$

Now let $v$ be the unit vector that attains $\lambda_{\min}(S)$ and put $x_i=v_i/d_i$, so that $Dx=v$. The lower bound for $T$ gives

$$\lambda_{\min}(T)\,|x|^2\le x^\dagger Tx=v^\dagger Sv=\lambda_{\min}(S),$$

and $x$ cannot be too short, because $1=|v|^2=\sum_i|d_i|^2|x_i|^2\le m|x|^2$. Chaining the three inequalities,

$$\lambda_{\min}(T)\le\lambda_{\min}(T)\,m\,|x|^2\le m\,\lambda_{\min}(S)\le\lambda_{\max}(T)\,\lambda_{\min}(S).$$

Division by the positive numbers $\lambda_{\min}(T)$ and $\lambda_{\min}(S)$ yields $1/\lambda_{\min}(S)\le\operatorname{cond}(T)$. Together with the trace bound,

$$\operatorname{cond}(S)=\lambda_{\max}(S)\cdot\frac1{\lambda_{\min}(S)}\le n\cdot\frac1{\lambda_{\min}(S)}\le n\,\operatorname{cond}(T).$$

The same bound holds if you start from an unnormalised basis. Call its overlap matrix $H$, as the code does; it is not a Hamiltonian. Positive definiteness gives $H_{ii}=e_i^\dagger He_i>0$, so $r_i=1/\sqrt{H_{ii}}$ is real and positive. The matrix $N_{ij}=r_iH_{ij}r_j=H_{ij}/\sqrt{H_{ii}H_{jj}}$ is a rescaling of $H$, hence positive definite, and $N_{ii}=1$. Every rescaling of $H$ is a rescaling of $N$, since $\overline{d_i}H_{ij}d_j=\overline{(d_i/r_i)}\,N_{ij}\,(d_j/r_j)$. The theorem applied to $N$ with the factors $d_i/r_i$ gives $\operatorname{cond}(N)\le n\operatorname{cond}(D^\dagger HD)$.

For electronic structure with a finite, linearly independent basis and exact overlaps, the intermediate inequality is the direct answer to your diffuse-function problem: if the normalised overlap matrix has smallest eigenvalue $\varepsilon$, no function-by-function rescaling brings the condition number below $1/\varepsilon$.

## One and two basis functions

For $n=1$ we have $S=(1)$ and $T=(|d_0|^2)$, where the single index is $0$. Both condition numbers are $1$ and the bound reads $1\le1$. For $n=2$, with indices $0,1$ and overlap $S_{01}=s$, positive definiteness means $|s|<1$, the eigenvalues are $1\pm|s|$, and $\operatorname{cond}(S)=(1+|s|)/(1-|s|)$. The intermediate inequality says $\operatorname{cond}(T)\ge1/(1-|s|)$, which diverges as the two functions become dependent, $|s|\to1$; in that limit $\lambda_{\max}(S)\to2$ and the trace bound becomes tight. In this size equal scaling is in fact the best choice. With $a=|d_0|^2$, $b=|d_1|^2$ and $\kappa=\operatorname{cond}(T)$,

$$\frac{(1+\kappa)^2}{\kappa}=\frac{(\operatorname{tr}T)^2}{\det T}=\frac{(a+b)^2}{ab\,(1-|s|^2)},$$

where the left side increases with $\kappa\ge1$ and the right side is smallest at $a=b$. These explicit small-size formulas are illustrations and do not occur among the theorems of the Lean file.

## The Lean 4 file

```lean
import Mathlib

open Matrix Finset
open scoped ComplexOrder

namespace VanDerSluisScaling

noncomputable section

variable {n : Type*} [Fintype n]

/-- The quadratic form `Re x† A x`. -/
def q (A : Matrix n n ℂ) (x : n → ℂ) : ℝ := (star x ⬝ᵥ A *ᵥ x).re

/-- The squared Euclidean length of a coefficient vector. -/
def nsq (x : n → ℂ) : ℝ := ∑ i, Complex.normSq (x i)

/-- The quadratic form of `B† M B` at `x` is the quadratic form of `M` at `B x`. -/
theorem q_congr (B M : Matrix n n ℂ) (x : n → ℂ) : q (Bᴴ * M * B) x = q M (B *ᵥ x) := by
  unfold q
  rw [star_mulVec, ← mulVec_mulVec, ← mulVec_mulVec, dotProduct_mulVec]

variable [DecidableEq n]

/-- The quadratic form of a real diagonal matrix is the weighted sum `∑ wᵢ |yᵢ|²`. -/
theorem q_diagonal (w : n → ℝ) (y : n → ℂ) :
    q (diagonal fun i => (w i : ℂ)) y = ∑ i, w i * Complex.normSq (y i) := by
  unfold q
  rw [dotProduct, Complex.re_sum]
  refine Finset.sum_congr rfl fun i _ => ?_
  simp [mulVec_diagonal, Complex.normSq_apply]
  ring

/-- For Hermitian `A` there is a length-preserving surjective change of coordinates `V`
in which `Re x† A x = ∑ λᵢ |(V x)ᵢ|²`. -/
theorem spectral_form {A : Matrix n n ℂ} (hA : A.IsHermitian) :
    ∃ V : Matrix n n ℂ,
      (∀ x, q A x = ∑ i, hA.eigenvalues i * Complex.normSq ((V *ᵥ x) i)) ∧
      (∀ x, nsq x = ∑ i, Complex.normSq ((V *ᵥ x) i)) ∧ ∀ y, ∃ x, V *ᵥ x = y := by
  obtain ⟨V, hV1, hV⟩ : ∃ V : Matrix n n ℂ, Vᴴ * V = 1 ∧
      A = Vᴴ * (diagonal fun i => ((hA.eigenvalues i : ℝ) : ℂ)) * V := by
    refine ⟨(hA.eigenvectorUnitary : Matrix n n ℂ)ᴴ, ?_, ?_⟩
    · rw [conjTranspose_conjTranspose]
      exact mem_unitaryGroup_iff.mp hA.eigenvectorUnitary.2
    · rw [conjTranspose_conjTranspose]
      have h := hA.spectral_theorem
      rw [Unitary.conjStarAlgAut_apply] at h
      exact h
  have h1 : ∀ y : n → ℂ, q 1 y = nsq y := by
    intro y
    simpa [nsq] using q_diagonal (fun _ => 1) y
  refine ⟨V, fun x => ?_, fun x => ?_, fun y => ⟨Vᴴ *ᵥ y, ?_⟩⟩
  · exact (congrArg (fun M => q M x) hV).trans ((q_congr _ _ _).trans (q_diagonal _ _))
  · calc nsq x = q (Vᴴ * 1 * V) x := by rw [mul_one, hV1, h1]
      _ = nsq (V *ᵥ x) := by rw [q_congr, h1]
  · rw [mulVec_mulVec, mul_eq_one_comm.mp hV1, one_mulVec]

/-- The overlap matrix `D† S D` of the basis rescaled by `D = diag d`; for real `d` it is `D S D`. -/
def rescale (d : n → ℂ) (S : Matrix n n ℂ) : Matrix n n ℂ := (diagonal d)ᴴ * S * diagonal d

/-- The normalisation factors `1 / √(Re Hᵢᵢ)`. -/
def invNorm (H : Matrix n n ℂ) (i : n) : ℂ := (((Real.sqrt (H i i).re)⁻¹ : ℝ) : ℂ)

/-- The overlap matrix `H` rescaled by its normalisation factors. -/
def normalise (H : Matrix n n ℂ) : Matrix n n ℂ := rescale (invNorm H) H

/-- Rescaling by nonzero factors keeps an overlap matrix positive definite. -/
theorem rescale_posDef {S : Matrix n n ℂ} (hS : S.PosDef) {d : n → ℂ} (hd : ∀ i, d i ≠ 0) :
    (rescale d S).PosDef := by
  refine hS.conjTranspose_mul_mul_same fun x y h => funext fun i => ?_
  have hi : (diagonal d *ᵥ x) i = (diagonal d *ᵥ y) i := congrFun h i
  rw [mulVec_diagonal, mulVec_diagonal] at hi
  exact mul_left_cancel₀ (hd i) hi

variable [Nonempty n]

/-- The largest eigenvalue of a Hermitian matrix. -/
def lamMax {A : Matrix n n ℂ} (hA : A.IsHermitian) : ℝ := univ.sup' univ_nonempty hA.eigenvalues

/-- The smallest eigenvalue of a Hermitian matrix. -/
def lamMin {A : Matrix n n ℂ} (hA : A.IsHermitian) : ℝ := univ.inf' univ_nonempty hA.eigenvalues

/-- The condition number `λmax / λmin` of a positive definite matrix. -/
def condNum {A : Matrix n n ℂ} (hA : A.PosDef) : ℝ := lamMax hA.1 / lamMin hA.1

/-- Rayleigh-Ritz: `λmin |x|² ≤ Re x† A x ≤ λmax |x|²` for all `x`, and a unit vector
attains the lower bound. -/
theorem rayleigh_ritz {A : Matrix n n ℂ} (hA : A.IsHermitian) :
    (∀ x, lamMin hA * nsq x ≤ q A x ∧ q A x ≤ lamMax hA * nsq x) ∧
      ∃ v, nsq v = 1 ∧ q A v = lamMin hA := by
  obtain ⟨V, hq, hn, hs⟩ := spectral_form hA
  refine ⟨fun x => ?_, ?_⟩
  · rw [hq x, hn x, mul_sum, mul_sum]
    exact ⟨sum_le_sum fun i _ => mul_le_mul_of_nonneg_right
        (Finset.inf'_le hA.eigenvalues (mem_univ i)) (Complex.normSq_nonneg _),
      sum_le_sum fun i _ => mul_le_mul_of_nonneg_right
        (Finset.le_sup' hA.eigenvalues (mem_univ i)) (Complex.normSq_nonneg _)⟩
  · obtain ⟨i, -, hi⟩ := Finset.exists_mem_eq_inf' univ_nonempty hA.eigenvalues
    obtain ⟨v, hv⟩ := hs (Pi.single i 1)
    refine ⟨v, ?_, ?_⟩
    · rw [hn v, hv, Finset.sum_eq_single i]
      · simp
      · intro b _ hb; simp [hb]
      · simp
    · rw [hq v, hv, lamMin, hi, Finset.sum_eq_single i]
      · simp
      · intro b _ hb; simp [hb]
      · simp

/-- The smallest eigenvalue of a positive definite matrix is positive. -/
theorem lamMin_pos {A : Matrix n n ℂ} (hA : A.PosDef) : 0 < lamMin hA.1 := by
  obtain ⟨i, -, hi⟩ := Finset.exists_mem_eq_inf' univ_nonempty hA.1.eigenvalues
  rw [lamMin, hi]
  exact hA.eigenvalues_pos i

/-- A positive definite matrix with unit diagonal has largest eigenvalue at most `n`. -/
theorem lamMax_le_card {S : Matrix n n ℂ} (hS : S.PosDef) (h1 : ∀ i, S i i = 1) :
    lamMax hS.1 ≤ Fintype.card n := by
  obtain ⟨i, -, hi⟩ := Finset.exists_mem_eq_sup' univ_nonempty hS.1.eigenvalues
  -- the positive eigenvalues add up to the trace, which is n
  have ht : S.trace = ∑ j, ((hS.1.eigenvalues j : ℝ) : ℂ) := hS.1.trace_eq_sum_eigenvalues
  have hc : S.trace = (Fintype.card n : ℂ) := by simp [trace, h1]
  have hsum : ∑ j, hS.1.eigenvalues j = (Fintype.card n : ℝ) := by
    exact_mod_cast ht.symm.trans hc
  rw [lamMax, hi, ← hsum]
  exact single_le_sum (fun j _ => (hS.eigenvalues_pos j).le) (mem_univ i)

/-- For positive definite `S` with unit diagonal, every nonsingular diagonal rescaling has
condition number at least `1 / λmin(S)`. -/
theorem inv_lamMin_le_condNum {S : Matrix n n ℂ} (hS : S.PosDef) (h1 : ∀ i, S i i = 1)
    {d : n → ℂ} (hd : ∀ i, d i ≠ 0) : 1 / lamMin hS.1 ≤ condNum (rescale_posDef hS hd) := by
  have hT := rescale_posDef hS hd
  obtain ⟨k, -, hk⟩ := Finset.exists_max_image univ (fun i => Complex.normSq (d i)) univ_nonempty
  have hm : 0 ≤ Complex.normSq (d k) := Complex.normSq_nonneg _
  -- the largest diagonal entry |d k|² of T bounds λmax(T) from below
  have ha : Complex.normSq (d k) ≤ lamMax hT.1 := by
    have h := ((rayleigh_ritz hT.1).1 (Pi.single k 1)).2
    have e1 : nsq (Pi.single k 1 : n → ℂ) = 1 := by
      rw [nsq, Finset.sum_eq_single k]
      · simp
      · intro b _ hb; simp [hb]
      · simp
    have e2 : ∀ M : Matrix n n ℂ, q M (Pi.single k 1) = (M k k).re := by
      intro M
      rw [q, dotProduct, Finset.sum_eq_single k]
      · simp [mulVec, dotProduct, Pi.single_apply]
      · intro b _ hb; simp [hb]
      · simp
    have e3 : rescale d S k k = star (d k) * S k k * d k := by simp [rescale]
    rw [e1, e2, e3, h1] at h
    simpa [Complex.normSq_apply] using h
  -- the trial vector D⁻¹ v bounds λmin(T) from above
  obtain ⟨v, hv1, hv⟩ := (rayleigh_ritz hS.1).2
  obtain ⟨x, hx⟩ : ∃ x : n → ℂ, ∀ i, d i * x i = v i :=
    ⟨fun i => v i / d i, fun i => by have := hd i; field_simp⟩
  have hDx : diagonal d *ᵥ x = v := funext fun i => by rw [mulVec_diagonal, hx]
  have hb : lamMin hT.1 * nsq x ≤ lamMin hS.1 := by
    have e : q (rescale d S) x = lamMin hS.1 := by rw [rescale, q_congr, hDx, hv]
    exact e ▸ ((rayleigh_ritz hT.1).1 x).1
  have hc : 1 ≤ Complex.normSq (d k) * nsq x := by
    rw [← hv1, nsq, nsq, mul_sum]
    refine sum_le_sum fun i _ => ?_
    rw [← hx i, Complex.normSq_mul]
    exact mul_le_mul_of_nonneg_right (hk i (mem_univ i)) (Complex.normSq_nonneg _)
  have pS := lamMin_pos hS
  have pT := lamMin_pos hT
  show 1 / lamMin hS.1 ≤ lamMax hT.1 / lamMin hT.1
  rw [div_le_div_iff₀ pS pT]
  nlinarith [mul_le_mul_of_nonneg_left hc pT.le, mul_le_mul_of_nonneg_left hb hm,
    mul_le_mul_of_nonneg_right ha pS.le]

/-- Van der Sluis: for positive definite `S` with unit diagonal and any nonsingular diagonal `D`,
`cond S ≤ n · cond (D† S D)`. -/
theorem van_der_sluis {S : Matrix n n ℂ} (hS : S.PosDef) (h1 : ∀ i, S i i = 1)
    {d : n → ℂ} (hd : ∀ i, d i ≠ 0) :
    condNum hS ≤ Fintype.card n * condNum (rescale_posDef hS hd) := by
  have pS := lamMin_pos hS
  calc condNum hS = lamMax hS.1 * (1 / lamMin hS.1) := by rw [condNum, mul_one_div]
    _ ≤ Fintype.card n * (1 / lamMin hS.1) :=
      mul_le_mul_of_nonneg_right (lamMax_le_card hS h1) (by positivity)
    _ ≤ _ := mul_le_mul_of_nonneg_left (inv_lamMin_le_condNum hS h1 hd) (Nat.cast_nonneg _)

/-- For positive definite `H` the normalised matrix is positive definite with unit diagonal, and
its condition number is at most `n` times that of any nonsingular diagonal rescaling of `H`. -/
theorem normalise_nearly_optimal {H : Matrix n n ℂ} (hH : H.PosDef) :
    ∃ hN : (normalise H).PosDef, (∀ i, normalise H i i = 1) ∧
      ∀ (d : n → ℂ) (hd : ∀ i, d i ≠ 0),
        condNum hN ≤ Fintype.card n * condNum (rescale_posDef hH hd) := by
  have ent : ∀ (d : n → ℂ) (S : Matrix n n ℂ) (i j : n),
      rescale d S i j = star (d i) * S i j * d j := fun d S i j => by simp [rescale]
  have hs : ∀ i, ∃ s : ℝ, 0 < s ∧ invNorm H i = ((s⁻¹ : ℝ) : ℂ) ∧ H i i = ((s * s : ℝ) : ℂ) := by
    intro i
    have hlt := Complex.lt_def.mp (hH.diag_pos : 0 < H i i)
    have hre : 0 < (H i i).re := by simpa using hlt.1
    have him : (H i i).im = 0 := by simpa using hlt.2.symm
    refine ⟨Real.sqrt (H i i).re, Real.sqrt_pos.mpr hre, rfl, ?_⟩
    rw [Real.mul_self_sqrt hre.le]
    exact Complex.ext (by simp) (by simp [him])
  have he : ∀ i, invNorm H i ≠ 0 := fun i => by
    obtain ⟨s, h0, h2, -⟩ := hs i
    rw [h2]
    exact_mod_cast (inv_pos.mpr h0).ne'
  have hN : (normalise H).PosDef := rescale_posDef hH he
  have h1 : ∀ i, normalise H i i = 1 := fun i => by
    obtain ⟨s, h0, h2, h3⟩ := hs i
    have h4 : (s : ℂ) ≠ 0 := by exact_mod_cast h0.ne'
    rw [normalise, ent, h2, h3, Complex.star_def, Complex.conj_ofReal]
    push_cast
    field_simp
  refine ⟨hN, h1, fun d hd => ?_⟩
  -- every rescaling of H is a rescaling of the normalised matrix
  have e : rescale (fun i => d i / invNorm H i) (normalise H) = rescale d H := by
    ext i j
    have hi : (starRingEnd ℂ) (invNorm H i) ≠ 0 := by simpa using he i
    have hj := he j
    rw [normalise, ent, ent, ent]
    simp only [Complex.star_def, map_div₀]
    field_simp
  have key : ∀ {A B : Matrix n n ℂ} (hA : A.PosDef) (hB : B.PosDef), A = B →
      condNum hA = condNum hB := by
    intro A B hA hB h
    subst h
    rfl
  have h := van_der_sluis hN h1 (d := fun i => d i / invNorm H i)
    fun i => div_ne_zero (hd i) (he i)
  rwa [key _ (rescale_posDef hH hd) e] at h

end

end VanDerSluisScaling
```

```lean
#print axioms VanDerSluisScaling.normalise_nearly_optimal
```

```
'VanDerSluisScaling.normalise_nearly_optimal' depends on axioms: [propext, Classical.choice, Quot.sound]
```

## From basis functions to Lean objects

In the code `n` is the set of basis labels and not a number. The number of functions, written $n$ above, is `Fintype.card n`, and `[Nonempty n]` asks for at least one function, without which there is no largest or smallest eigenvalue. A coefficient vector is a function `n → ℂ`, and `Complex.normSq` is $|z|^2$, so `nsq x` is $|x|^2$. This is the squared Euclidean length of the coefficient vector; the squared norm of the wavefunction $\sum_ix_i\varphi_i$ is $x^\dagger Sx$, which is `q S x`. In `q` the conjugate `star x` stands on the left, the physicist's convention for $\langle\cdot|\cdot\rangle$, and the real part is taken so that the value can be compared with real eigenvalues. For Hermitian matrices nothing is lost by that.

`rescale d S` is $D^\dagger SD$, `invNorm H i` is $r_i$, and `normalise H` is $N$. `lamMax` and `lamMin` are the maximum and minimum over the labels of Mathlib's real eigenvalues of a Hermitian matrix. `condNum` takes as its argument a proof that the matrix is positive definite, so it cannot be applied where $\lambda_{\min}$ vanishes, and `invNorm` enters the theorems only for positive definite `H`, whose diagonal is positive.

`van_der_sluis` has three hypotheses. `hS : S.PosDef` says that $S$ is Hermitian with $x^\dagger Sx>0$ for $x\ne0$; for an overlap matrix this stands for linear independence of the basis, since $x^\dagger Sx$ is the squared norm of the combination with coefficients $x$. `h1 : ∀ i, S i i = 1` is normalisation of each function. `hd : ∀ i, d i ≠ 0` says that no function is scaled away; phases and signs are allowed. The conclusion is `condNum hS ≤ Fintype.card n * condNum (rescale_posDef hS hd)`, where the last bracket is the proof that $T$ is positive definite and thereby names the matrix $T$. `normalise_nearly_optimal` assumes only `hH : H.PosDef`. It concludes that `normalise H` is positive definite, that its diagonal entries are $1$, and that for every `d` with nonzero entries $\operatorname{cond}(N)\le n\operatorname{cond}(D^\dagger HD)$. The form `∃ hN : (normalise H).PosDef` provides the positivity proof that `condNum hN` needs later in the same statement.

The file begins at the matrix. There are no functions or integrals in it, and positive definiteness is assumed and not derived from a basis, so exactly dependent sets are excluded. The eigenvalue ratio is the definition of the condition number, and its relation to $\|A\|\,\|A^{-1}\|$ or to rounding errors is not treated. Only diagonal $D$ are compared; transformations that mix functions, such as Löwdin orthogonalisation, are a different matter. "Nearly optimal" means this factor $n$ and nothing sharper: the theorems do not say that the factor is reached, nor that a best scaling exists, and the constant is the plain dimension whatever the sparsity of $S$.

## How the lemmas follow the derivation

`q_congr` is the identity $x^\dagger(B^\dagger MB)x=(Bx)^\dagger M(Bx)$ for arbitrary square matrices $B$ and $M$, and `q_diagonal` evaluates the form of a diagonal matrix with real entries $w_i$ as $\sum_iw_i|y_i|^2$. `spectral_form` takes $V$ to be the adjoint of `hA.eigenvectorUnitary`, obtains $A=V^\dagger\Lambda V$ from `hA.spectral_theorem`, and applies those two lemmas once to $\Lambda$ and once to the identity matrix. That gives the eigenvalue sum and the preservation of length. That $V$ is onto follows from $V(V^\dagger y)=y$.

`rayleigh_ritz` rewrites both sides as sums and compares them with `sum_le_sum`, each $\lambda_i$ lying between the minimum and the maximum. For the attaining vector it picks the label of the smallest eigenvalue and a preimage under $V$ of `Pi.single i 1`, which is $e_i$; both sums collapse to one term. `lamMin_pos` notes that the minimum is one of the positive eigenvalues. `lamMax_le_card` computes the trace twice, as `ht` (sum of eigenvalues) and `hc` (sum of ones), and `single_le_sum` bounds one nonnegative term by the total. `rescale_posDef` reduces positivity of $T$ to injectivity of $x\mapsto Dx$, proved by cancelling $d_i$ in each component.

`inv_lamMin_le_condNum` carries the main argument. `Finset.exists_max_image` supplies $k$, and `Complex.normSq (d k)` is $m$. The three inequalities have names: `ha` is $m\le\lambda_{\max}(T)$, `hb` is $\lambda_{\min}(T)|x|^2\le\lambda_{\min}(S)$, and `hc` is $1\le m|x|^2$. After `div_le_div_iff₀` clears the denominators, the goal is $\lambda_{\min}(T)\le\lambda_{\max}(T)\lambda_{\min}(S)$. The three hints given to `nlinarith` are `hc` times $\lambda_{\min}(T)$, `hb` times $m$ and `ha` times $\lambda_{\min}(S)$, which are the three links of the displayed chain. The `calc` block of `van_der_sluis` is the last displayed line of the derivation.

In `normalise_nearly_optimal`, `hs` writes each $H_{ii}$ as the square of a positive real number whose inverse is $r_i$, using `hH.diag_pos`: positivity in the order on $\mathbb C$ means positive real part and zero imaginary part. From this come `he` ($r_i\neq0$), `hN` and the unit diagonal `h1`. The equation `e` is the entrywise identity between the rescaling of $N$ by $d_i/r_i$ and the rescaling of $H$ by $d_i$. `van_der_sluis` is then applied to $N$, and `key`, which says that equal matrices have equal condition numbers, moves the right side from the one description of $D^\dagger HD$ to the other.
